# Between states with a filled core, the electronic Hamiltonian reduces to a core energy and a dressed valence Hamiltonian

Take a finite set of orthonormal spin orbitals divided into core and valence, and a bra and a ket in which every core orbital is occupied. If the two-body integrals are symmetric under exchange of the two electrons, the matrix element of the full electronic Hamiltonian equals the core energy times the overlap, plus the matrix element of a Hamiltonian that contains valence operators only. The core survives in that Hamiltonian as a one-body potential, Coulomb minus exchange.

This is an exact identity. The approximation in "frozen-core approximation" lies in restricting the wavefunction to a filled core, and the error of that restriction is not estimated here. In electronic structure, the identity supplies the constant and the modified one-body integrals for a valence-only calculation in a finite orbital basis whose core is kept full.

## Orbitals, operators and integrals

The core orbitals form a finite type `C`, the valence orbitals a finite type `V`, and all orbitals together the sum `C ⊕ V`, where `.inl c` is a core orbital and `.inr p` a valence orbital. Spin is part of the label. The states live in a complex vector space `E`, which needs neither an inner product nor finite dimension.

In Lean 4 with Mathlib:

```lean
import Mathlib

open Finset

namespace FrozenCore

noncomputable section

variable {ι C V E : Type*} [AddCommGroup E] [Module ℂ E] [Fintype C]
```

Each orbital $p$ has an annihilator $a_p$ and a creator $d_p$, which are linear maps on `E`. They obey

$$a_pa_q+a_qa_p=0,\qquad d_pd_q+d_qd_p=0,\qquad a_pd_q+d_qa_p=\delta_{pq}.$$

In the physical case $d_p=a_p^\dagger$, but only these relations are used.

```lean
/-- Canonical anticommutation relations for annihilators `a` and creators `d`. -/
structure CAR [DecidableEq ι] (a d : ι → Module.End ℂ E) : Prop where
  aa : ∀ p q, a p * a q + a q * a p = 0
  dd : ∀ p q, d p * d q + d q * d p = 0
  ad : ∀ p q, a p * d q + d q * a p = if p = q then 1 else 0
```

With one-body integrals $h_{pq}$ and two-body integrals $g_{pqrs}=\langle pq|rs\rangle$, in which the first electron goes from $r$ to $p$ and the second from $s$ to $q$, the Hamiltonian is

$$H=\sum_{pq}h_{pq}\,d_pa_q+\tfrac12\sum_{pqrs}g_{pqrs}\,d_pd_qa_sa_r .$$

The integrals are complex numbers. Hermiticity is not required, and symmetry under exchange of the electrons is assumed only where it is stated.

```lean
/-- The electronic Hamiltonian with one-body integrals `h p q` and two-body integrals
`g p q r s = ⟨pq|rs⟩`. -/
def hamiltonian [Fintype ι] (a d : ι → Module.End ℂ E) (h : ι → ι → ℂ)
    (g : ι → ι → ι → ι → ℂ) : Module.End ℂ E :=
  ∑ p, ∑ q, h p q • (d p * a q) +
    (1 / 2 : ℂ) • ∑ p, ∑ q, ∑ r, ∑ s, g p q r s • (d p * d q * a s * a r)
```

The core acts on an electron through the potential

$$u_{pr}=\sum_{c}\bigl(g_{pcrc}-g_{pccr}\bigr),$$

where $c$ runs over core orbitals. The first term is the Coulomb repulsion from the core charge, the second is exchange.

```lean
variable (h : C ⊕ V → C ⊕ V → ℂ) (g : C ⊕ V → C ⊕ V → C ⊕ V → C ⊕ V → ℂ)

/-- The Coulomb minus exchange potential of the core orbitals `C`. -/
def corePotential (p r : C ⊕ V) : ℂ :=
  ∑ c : C, (g p (.inl c) r (.inl c) - g p (.inl c) (.inl c) r)
```

The energy of the filled core is

$$E_{\text{core}}=\sum_c h_{cc}+\tfrac12\sum_c u_{cc}.$$

The factor one half counts each pair of core electrons once. The self-interaction $g_{cccc}$ cancels between Coulomb and exchange.

```lean
/-- The energy of the filled core: one-body terms plus half of Coulomb minus exchange. -/
def coreEnergy : ℂ :=
  ∑ c : C, h (.inl c) (.inl c) + (1 / 2 : ℂ) * ∑ c : C, corePotential g (.inl c) (.inl c)
```

## A core creator can only refill a core hole

Let $v$ be a ket in which orbital $k$ is filled, so that $d_kv=0$. The mixed anticommutator applied to $v$ gives

$$d_ka_qv=\delta_{qk}v-a_qd_kv=\delta_{qk}v .$$

The proof applies `H.ad q k` to `v` and removes the term that contains $d_kv$.

```lean
/-- If orbital `k` is filled in `v`, creating in `k` after removing an electron from `q`
gives back `v` when `q = k` and zero otherwise. -/
theorem create_on_hole [DecidableEq ι] {a d : ι → Module.End ℂ E} (H : CAR a d) {k : ι}
    {v : E} (hv : d k v = 0) (q : ι) : d k (a q v) = if q = k then v else 0 := by
  have h := LinearMap.congr_fun (H.ad q k) v
  simp only [LinearMap.add_apply, Module.End.mul_apply, hv, map_zero, zero_add] at h
  rw [h]
  split_ifs <;> simp
```

With two electrons removed, the same move is made twice:

$$d_ka_sa_rv=\delta_{sk}\,a_rv-a_sd_ka_rv=\delta_{sk}\,a_rv-\delta_{rk}\,a_sv .$$

The minus sign comes from passing one annihilator, and it is the source of the sign of exchange.

```lean
/-- If orbital `k` is filled in `v`, creating in `k` after two removals refills
whichever of the two holes is `k`, with the fermionic sign. -/
theorem create_on_two_holes [DecidableEq ι] {a d : ι → Module.End ℂ E} (H : CAR a d) {k : ι}
    {v : E} (hv : d k v = 0) (s r : ι) :
    d k (a s (a r v)) = (if s = k then a r v else 0) - (if r = k then a s v else 0) := by
  have h := LinearMap.congr_fun (H.ad s k) (a r v)
  simp only [LinearMap.add_apply, Module.End.mul_apply, create_on_hole H hv] at h
  rw [eq_sub_of_add_eq' h]
  split_ifs <;> simp
```

## The mixed terms become a one-body operator

Let $p,q$ be valence orbitals and $c$ a core orbital, with $d_cv=0$ for every $c$. The two-hole formula gives

$$d_pd_ca_ca_qv=d_pa_qv,\qquad d_pd_ca_qa_cv=-d_pa_qv .$$

For any coefficients $J_{cpq}$ and $K_{cpq}$ it follows that

$$\sum_{cpq}\bigl(J_{cpq}d_pd_ca_ca_q+K_{cpq}d_pd_ca_qa_c\bigr)v=\sum_{pq}\Bigl(\sum_c(J_{cpq}-K_{cpq})\Bigr)d_pa_qv .$$

The choice $J_{cpq}=g_{pcqc}$, $K_{cpq}=g_{pccq}$ turns the inner sum into $u_{pq}$. This is an equality of vectors, and no bra is involved. In the proof, the sums are reordered until a single triple $c,p,q$ is left, and `create_on_two_holes` then evaluates both products.

```lean
variable [DecidableEq C] [DecidableEq V] [Fintype V] {a d : C ⊕ V → Module.End ℂ E} {v : E}

/-- On a state with filled core, the core-valence Coulomb and exchange terms act as
the one-body valence operator with coefficients `∑ c, (J - K)`. -/
theorem core_valence_interaction (H : CAR a d) (hv : ∀ c : C, d (.inl c) v = 0)
    (J K : C → V → V → ℂ) :
    ∑ c, ∑ p, ∑ q, (J c p q • (d (.inr p) * d (.inl c) * a (.inl c) * a (.inr q)) +
        K c p q • (d (.inr p) * d (.inl c) * a (.inr q) * a (.inl c))) v =
      ∑ p, ∑ q, (∑ c, (J c p q - K c p q)) • (d (.inr p) * a (.inr q)) v := by
  rw [Finset.sum_comm]
  refine sum_congr rfl fun p _ => ?_
  rw [Finset.sum_comm]
  refine sum_congr rfl fun q _ => ?_
  rw [Finset.sum_smul]
  refine sum_congr rfl fun c _ => ?_
  -- the core creator refills the core hole, with a minus sign in the exchange term
  simp only [LinearMap.add_apply, LinearMap.smul_apply, Module.End.mul_apply,
    create_on_two_holes H (hv c), reduceCtorEq, if_true, if_false, sub_zero, zero_sub, map_neg]
  module
```

## What a filled bra removes

The full Hamiltonian can also lift an electron out of the core, which takes $Hv$ out of the filled-core states. A bra with filled core projects such terms away. The bra is a linear functional $\varphi$ on `E` with $\varphi(a_cx)=0$ for every core orbital $c$ and every vector $x$. For $\varphi=\langle w|$ and $d_c=a_c^\dagger$ this says $d_cw=0$.

If the creator belongs to a core orbital $c$, the one-hole formula leaves only the diagonal term. For any coefficients $x_r$,

$$\sum_r x_r\,\varphi(d_ca_rv)=x_c\,\varphi(v).$$

```lean
/-- One-body matrix elements whose creator is a core orbital, filled in `v`,
contribute only their diagonal term. -/
theorem core_row (H : CAR a d) (hv : ∀ c : C, d (.inl c) v = 0) (φ : E →ₗ[ℂ] ℂ)
    (c : C) (x : C ⊕ V → ℂ) :
    ∑ r, x r * φ (d (.inl c) (a r v)) = x (.inl c) * φ v := by
  simp only [create_on_hole H (hv c), apply_ite φ, map_zero, mul_ite, mul_zero,
    Finset.sum_ite_eq', Finset.mem_univ, if_true]
```

If the creator belongs to a valence orbital $p$, a core annihilator moves to the left and meets the bra:

$$\varphi(d_pa_cv)=-\varphi(a_cd_pv)=0 .$$

Only valence annihilators remain in the sum. This step holds for any ket.

```lean
/-- Between a bra with filled core and any ket, one-body terms whose creator is a valence
orbital contribute only through valence annihilators. -/
theorem valence_row (H : CAR a d) (φ : E →ₗ[ℂ] ℂ)
    (hφ : ∀ (c : C) x, φ (a (.inl c) x) = 0) (v : E) (p : V) (x : C ⊕ V → ℂ) :
    ∑ r, x r * φ (d (.inr p) (a r v)) =
      ∑ r : V, x (.inr r) * φ (d (.inr p) (a (.inr r) v)) := by
  have z : ∀ c : C, φ (d (.inr p) (a (.inl c) v)) = 0 := by
    intro c
    have h := congrArg φ (LinearMap.congr_fun (H.ad (.inl c) (.inr p)) v)
    simpa [hφ] using h
  rw [Fintype.sum_sum_type]
  simp only [z, mul_zero, Finset.sum_const_zero, zero_add]
```

## The interaction in four blocks

Collect the two-body terms by their creators:

$$F_{pq}=\sum_{rs}g_{pqrs}\,\varphi(d_pd_qa_sa_rv).$$

The exchange symmetry $g_{pqrs}=g_{qpsr}$ expresses that the electrons are identical and the interaction treats them alike. Swapping both the creators and the annihilators produces two minus signs, so $F_{pq}=F_{qp}$ (`ex` in the proof).

For a core orbital in the second place, the two-hole formula gives, for every $p$ (`B`),

$$\sum_cF_{pc}=\sum_r\sum_c(g_{pcrc}-g_{pccr})\,\varphi(d_pa_rv)=\sum_r u_{pr}\,\varphi(d_pa_rv).$$

The blocks of $\sum_{pq}F_{pq}$ are then as follows.

- Core–core: `core_row` reduces the sum to $\sum_cu_{cc}\,\varphi(v)$ (`Bc`).
- Valence–core: `valence_row` leaves $\sum_{pr}u_{pr}\,\varphi(d_pa_rv)$ with $p,r$ valence (`Bv`).
- Core–valence: by $F_{cp}=F_{pc}$ this equals the previous block (`mix`), which gives a factor of two.
- Valence–valence: a core annihilator moves left, past the other annihilator if that stands in the way, then through both creators, and vanishes on the bra (`z1`, `z2`), so all four indices are valence (`vv`).

```lean
/-- Between a bra and a ket with filled core, a two-body interaction symmetric under exchange
of the electrons splits into a core constant, a core potential and the valence interaction. -/
theorem two_body_split (H : CAR a d) (hv : ∀ c : C, d (.inl c) v = 0) (φ : E →ₗ[ℂ] ℂ)
    (hφ : ∀ (c : C) x, φ (a (.inl c) x) = 0) (hg : ∀ p q r s, g p q r s = g q p s r) :
    ∑ p, ∑ q, ∑ r, ∑ s, g p q r s * φ (d p (d q (a s (a r v)))) =
      (∑ c : C, corePotential g (.inl c) (.inl c)) * φ v +
      2 * ∑ p : V, ∑ r : V, corePotential g (.inr p) (.inr r) * φ (d (.inr p) (a (.inr r) v)) +
      ∑ p : V, ∑ q : V, ∑ r : V, ∑ s : V, g (.inr p) (.inr q) (.inr r) (.inr s) *
        φ (d (.inr p) (d (.inr q) (a (.inr s) (a (.inr r) v)))) := by
  have antiA : ∀ p q x, a p (a q x) = -a q (a p x) := fun p q x =>
    eq_neg_of_add_eq_zero_left (by simpa using LinearMap.congr_fun (H.aa p q) x)
  have antiD : ∀ p q x, d p (d q x) = -d q (d p x) := fun p q x =>
    eq_neg_of_add_eq_zero_left (by simpa using LinearMap.congr_fun (H.dd p q) x)
  have sw : ∀ (c : C) (p : V) x, d (.inr p) (a (.inl c) x) = -a (.inl c) (d (.inr p) x) :=
    fun c p x => eq_neg_of_add_eq_zero_right
      (by simpa using LinearMap.congr_fun (H.ad (.inl c) (.inr p)) x)
  obtain ⟨F, hF⟩ : ∃ F : C ⊕ V → C ⊕ V → ℂ, ∀ p q,
      F p q = ∑ r, ∑ s, g p q r s * φ (d p (d q (a s (a r v)))) := ⟨_, fun _ _ => rfl⟩
  simp only [← hF]
  -- exchanging the two electrons
  have ex : ∀ p q, F p q = F q p := by
    intro p q
    rw [hF p q, hF q p]
    refine Finset.sum_comm.trans (sum_congr rfl fun r _ => sum_congr rfl fun s _ => ?_)
    rw [hg p q s r, antiA r s v, antiD p q]
    simp only [map_neg, neg_neg]
  -- a core creator next to the annihilators leaves Coulomb minus exchange
  have B : ∀ p, ∑ c : C, F p (.inl c) = ∑ r, corePotential g p r * φ (d p (a r v)) := by
    intro p
    simp only [corePotential, Finset.sum_mul]
    refine Eq.trans (sum_congr rfl fun c _ => ?_) Finset.sum_comm
    simp only [hF, create_on_two_holes H (hv c), map_sub, apply_ite (d p), apply_ite φ,
      map_zero, mul_sub, sub_mul, Finset.sum_sub_distrib]
    congr 1
    · simp only [mul_ite, mul_zero, Finset.sum_ite_eq', Finset.mem_univ, if_true]
    · rw [Finset.sum_comm]
      simp only [mul_ite, mul_zero, Finset.sum_ite_eq', Finset.mem_univ, if_true]
  have Bc := fun k : C => (B (.inl k)).trans (core_row H hv φ k (corePotential g (.inl k)))
  have Bv := fun p : V =>
    (B (.inr p)).trans (valence_row H φ hφ v p (corePotential g (.inr p)))
  have mix := (Finset.sum_comm (s := (univ : Finset C)) (t := (univ : Finset V))
    (f := fun c p => F (.inl c) (.inr p))).trans
      (sum_congr rfl fun p _ => (sum_congr rfl fun c _ => ex _ _).trans (Bv p))
  -- with two valence creators and a filled bra, terms with a core annihilator vanish
  have z1 : ∀ (p q : V) (c : C) x, φ (d (.inr p) (d (.inr q) (a (.inl c) x))) = 0 := by
    intro p q c x
    simp only [sw, map_neg, hφ, neg_zero]
  have z2 : ∀ (p q : V) (c : C) s,
      φ (d (.inr p) (d (.inr q) (a s (a (.inl c) v)))) = 0 := by
    intro p q c s
    rw [antiA s (.inl c) v]
    simp only [map_neg, z1, neg_zero]
  have vv : ∀ p q : V, F (.inr p) (.inr q) = ∑ r : V, ∑ s : V,
      g (.inr p) (.inr q) (.inr r) (.inr s) *
        φ (d (.inr p) (d (.inr q) (a (.inr s) (a (.inr r) v)))) := by
    intro p q
    simp only [hF, Fintype.sum_sum_type, z1, z2, mul_zero, Finset.sum_const_zero, zero_add]
  rw [Fintype.sum_sum_type]
  simp only [Fintype.sum_sum_type (fun q => F _ q), Finset.sum_add_distrib]
  rw [mix]
  simp only [Bc, Bv, vv, Finset.sum_mul]
  ring
```

## The dressed valence Hamiltonian

The prefactor $\tfrac12$ of the interaction turns the core–core block into the interaction part of $E_{\text{core}}$ and cancels the two in front of the mixed blocks. The one-body part of $H$ splits by the same two row formulas. Together,

$$\varphi(Hv)=E_{\text{core}}\,\varphi(v)+\varphi(H_{\text{val}}v),$$

$$H_{\text{val}}=\sum_{pq}(h_{pq}+u_{pq})\,d_pa_q+\tfrac12\sum_{pqrs}g_{pqrs}\,d_pd_qa_sa_r,$$

with every index in $H_{\text{val}}$ valence. The theorem writes $H_{\text{val}}$ with the same `hamiltonian` definition, applied to the valence operators and the dressed integrals. The bra and the ket may differ, and either may be a correlated superposition, as long as its core is full. The core orbitals are given from the start; nothing here optimises them.

```lean
/-- Frozen-core identity: between a bra and a ket with filled core, a Hamiltonian with
exchange-symmetric two-body integrals equals the core energy plus a valence Hamiltonian whose
one-body integrals include the core potential. -/
theorem frozen_core (H : CAR a d) (hv : ∀ c : C, d (.inl c) v = 0) (φ : E →ₗ[ℂ] ℂ)
    (hφ : ∀ (c : C) x, φ (a (.inl c) x) = 0) (hg : ∀ p q r s, g p q r s = g q p s r) :
    φ (hamiltonian a d h g v) = coreEnergy h g * φ v +
      φ (hamiltonian (fun p : V => a (.inr p)) (fun p : V => d (.inr p))
        (fun p q => h (.inr p) (.inr q) + corePotential g (.inr p) (.inr q))
        (fun p q r s => g (.inr p) (.inr q) (.inr r) (.inr s)) v) := by
  have one : ∑ p, ∑ q, h p q * φ (d p (a q v)) = (∑ c : C, h (.inl c) (.inl c)) * φ v +
      ∑ p : V, ∑ q : V, h (.inr p) (.inr q) * φ (d (.inr p) (a (.inr q) v)) := by
    rw [Fintype.sum_sum_type, Finset.sum_mul]
    exact congrArg₂ (· + ·) (sum_congr rfl fun c _ => core_row H hv φ c _)
      (sum_congr rfl fun p _ => valence_row H φ hφ v p _)
  simp only [hamiltonian, LinearMap.add_apply, LinearMap.smul_apply, LinearMap.sum_apply,
    Module.End.mul_apply, map_add, map_smul, map_sum, smul_eq_mul]
  rw [one, two_body_split g H hv φ hφ hg]
  simp only [coreEnergy, add_mul, Finset.sum_add_distrib]
  ring
```

Two extreme cases show what the terms mean. Without core orbitals, $E_{\text{core}}$ and $u$ are zero and both sides are the same expression. Without valence orbitals, $H_{\text{val}}=0$, and for $\varphi(v)=1$ the matrix element is $E_{\text{core}}$, the familiar energy of a single determinant.

## One core and one valence orbital

The assumptions are met by a concrete system of two spin orbitals. In the occupation basis $|00\rangle,|01\rangle,|10\rangle,|11\rangle$, core first, the core annihilator maps $|10\rangle$ to $|00\rangle$ and $|11\rangle$ to $|01\rangle$. The valence annihilator maps $|01\rangle$ to $|00\rangle$ and $|11\rangle$ to $-|10\rangle$, where the sign comes from passing the core electron.

```lean
/-- Annihilators of one core and one valence orbital, in the occupation basis
`00, 01, 10, 11` (core first). -/
def pairAnn : Unit ⊕ Unit → Module.End ℂ (Fin 4 → ℂ) :=
  Sum.elim (fun _ => Matrix.toLin' !![0, 0, 1, 0; 0, 0, 0, 1; 0, 0, 0, 0; 0, 0, 0, 0])
    (fun _ => Matrix.toLin' !![0, 1, 0, 0; 0, 0, 0, 0; 0, 0, 0, -1; 0, 0, 0, 0])
```

The creators are the transposed matrices.

```lean
/-- Creators of one core and one valence orbital, in the same basis. -/
def pairCre : Unit ⊕ Unit → Module.End ℂ (Fin 4 → ℂ) :=
  Sum.elim (fun _ => Matrix.toLin' !![0, 0, 0, 0; 0, 0, 0, 0; 1, 0, 0, 0; 0, 1, 0, 0])
    (fun _ => Matrix.toLin' !![0, 0, 0, 0; 1, 0, 0, 0; 0, 0, 0, 0; 0, 0, -1, 0])
```

The ket is $|11\rangle$, and the bra reads off its coefficient, so $\varphi(v)=1$. The anticommutation relations are checked entry by entry, as are the two filled-core conditions.

```lean
/-- The two-orbital matrices obey the anticommutation relations, and the doubly occupied
state has filled core both as a ket and as a bra. -/
theorem frozen_core_witness :
    CAR pairAnn pairCre ∧ (∀ c : Unit, pairCre (.inl c) ![0, 0, 0, 1] = 0) ∧
      ∀ (c : Unit) (x : Fin 4 → ℂ),
        (LinearMap.proj 3 : (Fin 4 → ℂ) →ₗ[ℂ] ℂ) (pairAnn (.inl c) x) = 0 := by
  refine ⟨?_, fun c => funext fun i => ?_, fun c x => ?_⟩
  · constructor <;> rintro (_ | _) (_ | _) <;>
      refine LinearMap.ext fun x => funext fun i => ?_ <;> fin_cases i <;>
      simp [pairAnn, pairCre, dotProduct, Fin.sum_univ_four]
  · fin_cases i <;> simp [pairCre, Matrix.mulVec, dotProduct, Fin.sum_univ_four]
  · simp [pairAnn, dotProduct, Fin.sum_univ_four]

end

end FrozenCore
```

For numbers, write $c$ for the core orbital and $p$ for the valence orbital, let both have the same spin so that exchange can be non-zero, and take, in arbitrary energy units, $h_{cc}=-2$, $h_{pp}=-0.5$, $g_{pcpc}=g_{cpcp}=0.5$ and $g_{pccp}=g_{cppc}=0.1$. Then $u_{cc}=0$ and $E_{\text{core}}=-2$. The valence electron has the dressed energy $-0.5+(0.5-0.1)=-0.1$, and it has no valence partner to interact with. The total is $-2.1$. The full Hamiltonian gives the same: the one-body terms add up to $-2.5$, and the two orderings of the creators contribute $\tfrac12(0.4+0.4)=0.4$.

```lean
#print axioms FrozenCore.core_valence_interaction
#print axioms FrozenCore.frozen_core
```

```
'FrozenCore.core_valence_interaction' depends on axioms: [propext, Classical.choice, Quot.sound]
'FrozenCore.frozen_core' depends on axioms: [propext, Classical.choice, Quot.sound]
```
